# With a positive definite response stiffness, an incomplete response basis never underestimates a diagonal force constant

Suppose that a diagonal force constant, the curvature of the energy along one displacement pattern, is computed twice, with a small and a larger basis for the electronic response, and the second value is lower. If the sign of the truncation error is unknown, the pair of numbers doesn't say which value is closer to the complete-basis one. The drop could be an improvement, or the small basis could have been right by luck.

For a response that minimises a quadratic energy with a positive definite stiffness, the sign is known: truncation can only make the crystal look too stiff. This applies to linear-response phonon calculations in electronic-structure theory, within a finite, real, harmonic model whose reference state stays the same while the response basis grows.

## The energy of a displaced atom and its response

Let $n$ be a finite set of labels for independent internal coordinates, such as the amplitudes that mix unoccupied orbitals into occupied ones. A response is a vector $x\in\mathbb R^n$, a coupling is a vector $b\in\mathbb R^n$, and a stiffness is a real $n\times n$ matrix $A$. A response basis matters only through its span, so it is represented by a subspace $S$ of $\mathbb R^n$; $T$ is a second such subspace.

```lean
import Mathlib

open Matrix

namespace VariationalForceConstant

variable {n : Type*} [Fintype n] {k : ℝ} {b : n → ℝ} {A : Matrix n n ℝ}
  {S T : Submodule ℝ (n → ℝ)}
```

Displace an atom by one unit. With the internal coordinates frozen, the force constant is $k$. If they respond by $x$, it becomes

$$J(x)=k+2\,b\cdot x+x\cdot Ax .$$

Here $k$ is the second derivative of the energy in the displacement, $b$ the mixed derivative, and $A$ the second derivative in the internal coordinates.

```lean
/-- The second-order functional `J(x) = k + 2 b·x + x·Ax` of a trial response `x` to a unit
displacement, with bare force constant `k`, coupling `b` and response stiffness `A`. -/
def J (k : ℝ) (b : n → ℝ) (A : Matrix n n ℝ) (x : n → ℝ) : ℝ :=
  k + 2 * (b ⬝ᵥ x) + x ⬝ᵥ A *ᵥ x
```

In Lean, `⬝ᵥ` is the dot product and `*ᵥ` applies a matrix to a vector. No sign is imposed on $k$, so an unstable displacement is allowed.

At a general displacement $u$, with internal coordinates $y$, the harmonic energy measured from the reference state is

$$E(u,y)=\tfrac12ku^2+u\,b\cdot y+\tfrac12\,y\cdot Ay .$$

Setting $y=ux$ gives $E(u,ux)=\tfrac12u^2J(x)$, so $x$ is the response per unit displacement.

```lean
/-- The harmonic energy at displacement `u` when the internal coordinates take the value `y`. -/
noncomputable def energy (k : ℝ) (b : n → ℝ) (A : Matrix n n ℝ) (u : ℝ) (y : n → ℝ) : ℝ :=
  k * u ^ 2 / 2 + u * (b ⬝ᵥ y) + (y ⬝ᵥ A *ᵥ y) / 2
```

The response computed in $S$, written $x_S$, is a vector of $S$ at which $J$ is smallest among all vectors of $S$.

```lean
/-- `x` is a variational response in the basis space `S`: it lies in `S` and minimises `J`
there. -/
def IsResponse (k : ℝ) (b : n → ℝ) (A : Matrix n n ℝ) (S : Submodule ℝ (n → ℝ))
    (x : n → ℝ) : Prop :=
  x ∈ S ∧ ∀ y ∈ S, J k b A x ≤ J k b A y
```

`IsResponse` is a property of a vector. It doesn't presuppose that a minimiser exists; that is proved below.

## Stiffness as a symmetric, positive form

The hypothesis `A.PosDef` says that $A$ is symmetric and that $x\cdot Ax>0$ for every $x\neq0$. Physically, the internal coordinates sit at a stable minimum while the atom is held in place: every internal distortion costs energy. If some direction in $S$ had negative curvature, $J$ would have no lower bound on $S$.

Symmetry gives $x\cdot Ay=y\cdot Ax$.

```lean
private lemma form_symm (hA : A.PosDef) (x y : n → ℝ) :
    x ⬝ᵥ A *ᵥ y = y ⬝ᵥ A *ᵥ x := by
  have hT : Aᵀ = A := by
    have h := hA.isHermitian.eq
    rwa [Matrix.conjTranspose_eq_transpose_of_trivial] at h
  rw [Matrix.dotProduct_mulVec, ← Matrix.mulVec_transpose, hT, dotProduct_comm]
```

The proof reads $A^{\mathsf T}=A$ off the Hermitian part of the hypothesis and then moves $A$ across the dot product. Positivity is the other part:

$$x\neq0\;\Rightarrow\;x\cdot Ax>0 .$$

```lean
private lemma form_pos (hA : A.PosDef) {x : n → ℝ} (hx : x ≠ 0) : 0 < x ⬝ᵥ A *ᵥ x := by
  simpa using hA.dotProduct_mulVec_pos hx
```

Since the form vanishes at $x=0$, it follows that $x\cdot Ax\ge0$ for all $x$.

```lean
private lemma form_nonneg (hA : A.PosDef) (x : n → ℝ) : 0 ≤ x ⬝ᵥ A *ᵥ x := by
  by_cases hx : x = 0
  · simp [hx]
  · exact (form_pos hA hx).le
```

## Changing a trial response

Add $v$ to a trial response $x$ and multiply out:

$$J(x+v)=k+2b\cdot x+2b\cdot v+x\cdot Ax+x\cdot Av+v\cdot Ax+v\cdot Av .$$

By symmetry the two cross terms are equal, so

$$J(x+v)=J(x)+2\,v\cdot(b+Ax)+v\cdot Av .$$

The vector $b+Ax$ is the residual, half the gradient of $J$ at $x$.

```lean
/-- For positive definite `A`, changing the trial response by `v` changes `J` by a term linear
in the residual `b + Ax` and a term quadratic in `v`. -/
theorem J_add (hA : A.PosDef) (x v : n → ℝ) :
    J k b A (x + v) = J k b A x + 2 * (v ⬝ᵥ (b + A *ᵥ x)) + v ⬝ᵥ A *ᵥ v := by
  simp only [J, Matrix.mulVec_add, dotProduct_add, add_dotProduct]
  linear_combination 2 * dotProduct_comm b v + form_symm hA x v
```

`simp only` does the expansion, and `linear_combination` supplies the two symmetries, $b\cdot v=v\cdot b$ and $x\cdot Av=v\cdot Ax$.

## The residual is orthogonal to the basis

Let $x$ minimise $J$ on $S$, and take $v\in S$. Write $r=v\cdot(b+Ax)$ and $q=v\cdot Av\ge0$, and try the step $tv$ with $t=-r/(q+1)$. Since $r=-t(q+1)$,

$$J(x+tv)-J(x)=2tr+t^2q=-t^2(q+2).$$

The left side can't be negative, so $t=0$ and hence $r=0$.

Conversely, let $x\in S$ have a residual orthogonal to $S$. For any $y\in S$, the expansion with $v=y-x$ gives $J(y)=J(x)+v\cdot Av\ge J(x)$.

```lean
/-- For positive definite `A`, a vector is a variational response in `S` exactly when it lies
in `S` and its residual `b + Ax` is orthogonal to `S`. -/
theorem isResponse_iff (hA : A.PosDef) (x : n → ℝ) :
    IsResponse k b A S x ↔ x ∈ S ∧ ∀ v ∈ S, v ⬝ᵥ (b + A *ᵥ x) = 0 := by
  constructor
  · rintro ⟨hx, hmin⟩
    refine ⟨hx, fun v hv => ?_⟩
    have hq := form_nonneg hA v
    -- a trial step `t` against the residual
    obtain ⟨t, ht⟩ : ∃ t : ℝ, t * (v ⬝ᵥ A *ᵥ v + 1) = -(v ⬝ᵥ (b + A *ᵥ x)) :=
      ⟨_, div_mul_cancel₀ _ (by linarith)⟩
    have h := hmin (x + t • v) (S.add_mem hx (S.smul_mem t hv))
    rw [J_add hA] at h
    simp only [Matrix.mulVec_smul, smul_dotProduct, dotProduct_smul, smul_eq_mul] at h
    have e : 2 * (t * (v ⬝ᵥ (b + A *ᵥ x))) + t * (t * (v ⬝ᵥ A *ᵥ v))
        = -(t ^ 2 * (v ⬝ᵥ A *ᵥ v + 2)) := by
      linear_combination 2 * t * ht
    -- the step would lower `J` unless it vanishes
    have ht0 : t = 0 := by
      by_contra h0
      have hp : 0 < t ^ 2 * (v ⬝ᵥ A *ᵥ v + 2) := mul_pos (by positivity) (by linarith)
      linarith
    rw [ht0, zero_mul] at ht
    linarith
  · rintro ⟨hx, hres⟩
    refine ⟨hx, fun y hy => ?_⟩
    have h := J_add (k := k) (b := b) hA x (y - x)
    rw [add_sub_cancel, hres _ (S.sub_mem hy hx)] at h
    have hq := form_nonneg hA (y - x)
    linarith
```

The denominator $q+1$ is positive even when $v=0$, which saves a case distinction. In the code, `e` is the displayed identity and `ht0` is the conclusion $t=0$.

## The minimum value is $k+b\cdot x_S$

The response $x_S$ itself belongs to $S$, so it may be used as the test vector: $x_S\cdot b+x_S\cdot Ax_S=0$. Substituting $x_S\cdot Ax_S=-b\cdot x_S$ into $J$ gives

$$J(x_S)=k+2b\cdot x_S-b\cdot x_S=k+b\cdot x_S .$$

```lean
/-- For positive definite `A`, the minimum of `J` in the basis space `S` is `k + b·x`, where
`x` is the response in `S`. -/
theorem J_response (hA : A.PosDef) {x : n → ℝ} (hx : IsResponse k b A S x) :
    J k b A x = k + b ⬝ᵥ x := by
  have h := ((isResponse_iff hA x).1 hx).2 x hx.1
  rw [dotProduct_add] at h
  unfold J
  linear_combination h + dotProduct_comm b x
```

The hypothesis `hx` matters here: for other trial vectors, $J(x)$ and $k+b\cdot x$ can differ.

## The difference between two nested bases

Let $S\subseteq T$, with responses $x_S$ and $x_T$. The vector $v=x_S-x_T$ lies in $T$, so the residual at $x_T$ is orthogonal to it. Expanding around $x_T$ leaves only the quadratic term:

$$J(x_S)-J(x_T)=(x_S-x_T)\cdot A(x_S-x_T).$$

```lean
/-- For positive definite `A` and nested basis spaces `S ≤ T`, the values of `J` at the two
responses differ by the quadratic form of `A` in the difference of the responses. -/
theorem J_sub_of_le (hA : A.PosDef) (hST : S ≤ T) {xS xT : n → ℝ}
    (hS : IsResponse k b A S xS) (hT : IsResponse k b A T xT) :
    J k b A xS - J k b A xT = (xS - xT) ⬝ᵥ A *ᵥ (xS - xT) := by
  have h := J_add (k := k) (b := b) hA xT (xS - xT)
  rw [add_sub_cancel,
    ((isResponse_iff hA xT).1 hT).2 _ (T.sub_mem (hST hS.1) hT.1)] at h
  linarith
```

The inclusion `hST` is what places $x_S$, and therefore $v$, in $T$.

## Every basis has exactly one response

By the orthogonality condition, a response is an $x\in S$ with $v\cdot Ax=-v\cdot b$ for all $v\in S$. Let $L$ send $x\in S$ to the linear functional $v\mapsto v\cdot Ax$ on $S$. If $Lx=0$, then $x\cdot Ax=0$, so $x=0$; thus $L$ is injective. The space $S$ and its dual have the same finite dimension, so $L$ is also surjective and reaches the functional $v\mapsto-v\cdot b$.

For uniqueness, let $x$ and $y$ both be responses in $S$. The difference formula with $T=S$ gives $J(y)-J(x)=(y-x)\cdot A(y-x)$, which is positive if $y\neq x$. But $J(y)\le J(x)$, because $y$ is a minimiser.

```lean
/-- For positive definite `A`, every basis space contains exactly one variational response. -/
theorem existsUnique_response (hA : A.PosDef) (k : ℝ) (b : n → ℝ)
    (S : Submodule ℝ (n → ℝ)) : ∃! x, IsResponse k b A S x := by
  -- the stiffness restricted to `S`, as a map from `S` to its dual
  let L : S →ₗ[ℝ] Module.Dual ℝ S :=
    LinearMap.mk₂ ℝ (fun x v : S => (v : n → ℝ) ⬝ᵥ A *ᵥ (x : n → ℝ))
      (by intros; simp [Matrix.mulVec_add, dotProduct_add])
      (by intros; simp [Matrix.mulVec_smul, dotProduct_smul])
      (by intros; simp [add_dotProduct])
      (by intros; simp [smul_dotProduct])
  let f : Module.Dual ℝ S :=
    { toFun := fun v => (v : n → ℝ) ⬝ᵥ (-b)
      map_add' := by intro v w; exact add_dotProduct _ _ _
      map_smul' := by intro c v; exact smul_dotProduct _ _ _ }
  have hinj : Function.Injective L := by
    refine (injective_iff_map_eq_zero L).2 fun x hx => ?_
    by_contra h0
    have hp := form_pos hA (x := (x : n → ℝ)) (by simpa using h0)
    have hz : (x : n → ℝ) ⬝ᵥ A *ᵥ (x : n → ℝ) = 0 := LinearMap.congr_fun hx x
    exact hp.ne' hz
  obtain ⟨x, hx⟩ := (LinearMap.injective_iff_surjective_of_finrank_eq_finrank
    (Subspace.dual_finrank_eq (K := ℝ) (V := S)).symm).1 hinj f
  have hr : IsResponse k b A S (x : n → ℝ) := by
    refine (isResponse_iff hA _).2 ⟨x.2, fun v hv => ?_⟩
    have h : v ⬝ᵥ A *ᵥ (x : n → ℝ) = v ⬝ᵥ (-b) := LinearMap.congr_fun hx ⟨v, hv⟩
    rw [dotProduct_add, h, dotProduct_neg, add_neg_cancel]
  refine ⟨x, hr, fun y hy => ?_⟩
  by_contra hne
  have hp := form_pos hA (sub_ne_zero.2 hne)
  have he := J_sub_of_le hA le_rfl hy hr
  have hle := hy.2 _ hr.1
  linarith
```

`L` and `f` are the map and the target functional, `hinj` is injectivity, and the dimension argument produces `x`. Taking $S$ to be all of $\mathbb R^n$ gives the global minimiser $x_0$.

## Why $J(x_S)$ is a force constant

Fix the displacement $u$ and let the internal coordinates relax within $S$. Each $y\in S$ can be written as $y=ux_S+w$ with $w\in S$, and

$$E(u,ux_S+w)=\tfrac12u^2J(x_S)+u\,w\cdot(b+Ax_S)+\tfrac12\,w\cdot Aw .$$

The middle term vanishes by orthogonality and the last is non-negative. The least energy is therefore $\tfrac12u^2J(x_S)$, reached at $w=0$. This is the energy of a spring with constant $J(x_S)$.

```lean
/-- For positive definite `A`, relaxing the internal coordinates within `S` at displacement `u`
gives the least energy `(u²/2) J(x)`, with `x` the response in `S`: the force constant computed
in the basis space `S` is `J(x)`. -/
theorem relaxed_energy (hA : A.PosDef) {x : n → ℝ} (hx : IsResponse k b A S x) (u : ℝ) :
    IsLeast (energy k b A u '' (S : Set (n → ℝ))) (u ^ 2 / 2 * J k b A x) := by
  have key : ∀ w ∈ S, energy k b A u (u • x + w)
      = u ^ 2 / 2 * J k b A x + (w ⬝ᵥ A *ᵥ w) / 2 := by
    intro w hw
    have h := ((isResponse_iff hA x).1 hx).2 w hw
    rw [dotProduct_add] at h
    simp only [energy, J, Matrix.mulVec_add, Matrix.mulVec_smul, dotProduct_add,
      add_dotProduct, smul_dotProduct, dotProduct_smul, smul_eq_mul]
    linear_combination u * h + u * dotProduct_comm b w + u / 2 * form_symm hA x w
  constructor
  · exact ⟨u • x, S.smul_mem u hx.1, by simpa using key 0 S.zero_mem⟩
  · rintro _ ⟨y, hy, rfl⟩
    have h := key (y - u • x) (S.sub_mem hy (S.smul_mem u hx.1))
    rw [add_sub_cancel] at h
    have hq := form_nonneg hA (y - u • x)
    linarith
```

`IsLeast` says that the value is attained by some $y\in S$ and is a lower bound for all of them. The local statement `key` is the displayed expansion with the middle term already removed.

## Enlarging the basis

If $S\subseteq T$, then $x_S$ is one of the candidates in $T$, so $J(x_T)\le J(x_S)$. If the two values are equal, the quadratic form of $x_S-x_T$ is zero, hence $x_T=x_S\in S$. If, conversely, $x_T\in S$, then $J(x_S)\le J(x_T)$ as well, and the values agree.

```lean
/-- For positive definite `A`, enlarging the basis space from `S` to `T` never raises the force
constant, and leaves it unchanged exactly when the response in `T` already lies in `S`. -/
theorem enlarging_basis (hA : A.PosDef) (hST : S ≤ T) {xS xT : n → ℝ}
    (hS : IsResponse k b A S xS) (hT : IsResponse k b A T xT) :
    J k b A xT ≤ J k b A xS ∧ (J k b A xT = J k b A xS ↔ xT ∈ S) := by
  have hle := hT.2 xS (hST hS.1)
  refine ⟨hle, fun h => ?_, fun h => le_antisymm hle (hS.2 xT h)⟩
  have he := J_sub_of_le hA hST hS hT
  have hxx : xS = xT := by
    by_contra hne
    have hp := form_pos hA (sub_ne_zero.2 hne)
    linarith
  exact hxx ▸ hS.1
```

An added basis function thus leaves the force constant unchanged only when the new response can be written without it.

Now let $T$ be the whole of $\mathbb R^n$, so that $x_T=x_0$:

$$J(x_S)-J(x_0)=(x_S-x_0)\cdot A(x_S-x_0),$$

and this excess is strictly positive exactly when $x_0\notin S$.

```lean
/-- For positive definite `A` and global minimiser `x0` of `J`, the force constant in a basis
space `S` exceeds the exact one by the quadratic form of `A` in the response error, and the
excess is strictly positive exactly when `x0` lies outside `S`. -/
theorem incomplete_basis_overestimates (hA : A.PosDef) {xS x0 : n → ℝ}
    (hS : IsResponse k b A S xS) (h0 : ∀ y, J k b A x0 ≤ J k b A y) :
    J k b A xS - J k b A x0 = (xS - x0) ⬝ᵥ A *ᵥ (xS - x0) ∧
      (J k b A x0 < J k b A xS ↔ x0 ∉ S) := by
  -- the global minimiser is the response in the full space
  have hT : IsResponse k b A ⊤ x0 := ⟨Submodule.mem_top, fun y _ => h0 y⟩
  obtain ⟨hle, hiff⟩ := enlarging_basis hA le_top hS hT
  exact ⟨J_sub_of_le hA le_top hS hT, by rw [← hiff, hle.lt_iff_ne]⟩

end VariationalForceConstant
```

The full space is written `⊤`, and `hT` restates global minimality as being the response there. "Exact" means exact for the given $k$, $b$ and $A$, which are the same for every subspace. If a change of basis also changes the reference state, or if the basis functions move with the atom, these quantities can change and the comparison no longer applies. The result also concerns one displacement pattern at a time, so it gives no sign for the error of an off-diagonal force constant between two atoms.

## One internal coordinate

With a single coordinate, $A$ is a number $a>0$ and $J(x)=k+2bx+ax^2$. The only subspaces are $\{0\}$ and the full line. The first permits no response and gives the bare value $k$; the second gives $x_0=-b/a$ and $J(x_0)=k-b^2/a$. The overestimate is $b^2/a=a\,x_0^2$, which is zero only if the displacement doesn't couple to the coordinate.

## The linear system for the response

Let the columns of a matrix $B$ be a basis of $S$, and write the response as $x_S=Bc$. Orthogonality of the residual becomes the linear system

$$B^{\mathsf T}AB\,c=-B^{\mathsf T}b ,$$

after which the force constant is $k+b\cdot Bc$.

Take two coordinates with

$$k=1,\qquad b=\begin{pmatrix}1\\0\end{pmatrix},\qquad A=\begin{pmatrix}2&1\\1&2\end{pmatrix}.$$

With the first coordinate alone, $2c=-1$, so $x_S=(-\tfrac12,0)$ and the force constant is $\tfrac12$. With both, $x_0=(-\tfrac23,\tfrac13)$ and it is $\tfrac13$. The response error is $x_S-x_0=(\tfrac16,-\tfrac13)$, and its quadratic form is $\tfrac16$, the difference of the two values. The second coordinate has no direct coupling to the displacement, yet leaving it out makes the spring too stiff by half, because it relaxes along with the first.

```lean
#print axioms VariationalForceConstant.J_response
#print axioms VariationalForceConstant.existsUnique_response
#print axioms VariationalForceConstant.relaxed_energy
#print axioms VariationalForceConstant.incomplete_basis_overestimates
```

```
'VariationalForceConstant.J_response' depends on axioms: [propext, Classical.choice, Quot.sound]
'VariationalForceConstant.existsUnique_response' depends on axioms: [propext, Classical.choice, Quot.sound]
'VariationalForceConstant.relaxed_energy' depends on axioms: [propext, Classical.choice, Quot.sound]
'VariationalForceConstant.incomplete_basis_overestimates' depends on axioms: [propext, Classical.choice, Quot.sound]
```
